# If every column of $I-AX$ has Euclidean norm at most $e<1/\sqrt n$, then $A$ and $X$ are invertible

For complex $n\times n$ matrices $A$ and $X$, suppose every column of $I-AX$ has Euclidean norm at most $e$, with $\sqrt n\,e<1$. Then $A$ and $X$ are invertible, and every eigenvalue of $AX$ lies within $\sqrt n\,e$ of 1. I want to use this to check an approximate inverse $X$ before using it as a preconditioner. Can the claim be made rigorous and machine-checked, and does sparsity improve the factor $\sqrt n$?

## From column norms to a bound on the whole residual

Yes to both: if each row of $R=I-AX$ has at most $p$ nonzero entries, $\sqrt p$ replaces $\sqrt n$. The dense claim is the case $p=n$.

Take $n\ge1$, so that $e\ge0$ follows from the column bound; for $n=0$ there is nothing to estimate. Write $\|v\|$ for the Euclidean norm, and let $S_i$ be a set of at most $p$ positions containing all nonzero entries of row $i$. By the triangle inequality and Cauchy–Schwarz,
$$|(Rv)_i|^2\le\Big(\sum_{j\in S_i}|R_{ij}||v_j|\Big)^2\le p\sum_j|R_{ij}|^2|v_j|^2 .$$
Summing over $i$ and exchanging the sums brings in the column norms:
$$\|Rv\|^2\le p\sum_j|v_j|^2\sum_i|R_{ij}|^2\le p\,e^2\|v\|^2 .$$
Hence $\|Rv\|\le\sqrt p\,e\,\|v\|$.

If $AXv=\mu v$ with $v\ne0$, then $Rv=(1-\mu)v$. Therefore $|1-\mu|\,\|v\|\le\sqrt p\,e\,\|v\|$, and dividing by $\|v\|>0$ gives $|\mu-1|\le\sqrt p\,e$.

Now let $\sqrt p\,e<1$. If $AX$ were singular, it would have the eigenvalue 0, which would force $1\le\sqrt p\,e$. So $\det(AX)=\det A\,\det X\ne0$, and both factors are invertible.

## What the bound says about an iterative solver

For a linear system $Ax=b$, the preconditioned Richardson step is $x'=x+X(b-Ax)$. Its new residual is
$$b-Ax'=(b-Ax)-AX(b-Ax)=R(b-Ax).$$
After $k$ steps the residual norm is thus at most $(\sqrt p\,e)^k$ times the initial one, which tends to zero when $\sqrt p\,e<1$.

Linear systems of this kind occur in electronic-structure calculations, for example in linear response. For a finite matrix in exact arithmetic, a column bound with $\sqrt p\,e<1$ guarantees that this simple iteration drives the residual to zero, its norm being multiplied by at most $\sqrt p\,e$ in each step.

## The dense constant is attained

Let $n\ge1$, $e\ge0$, $X=I$ and $A=I-R$, with every $R_{ij}=e/\sqrt n$. Each column has squared norm $n\,(e^2/n)=e^2$. For the all-ones vector $\mathbf 1$, each component of $R\mathbf 1$ is $n\,e/\sqrt n=\sqrt n\,e$, so
$$AX\mathbf 1=(1-\sqrt n\,e)\mathbf 1 .$$
The unit vector $\mathbf 1/\sqrt n$ has the same eigenvalue. The distance of this eigenvalue from 1 is exactly $\sqrt n\,e$, and at $\sqrt n\,e=1$ the matrix $A$ is singular. In the dense certificate, therefore, the radius cannot be reduced, and the strict inequality cannot be weakened to $\sqrt n\,e\le1$.

## How the Lean statements express this

The finite type `n` labels the basis, and `Fintype.card n` is the dimension. The function `euclid` is the Euclidean norm, defined explicitly as a square root of a sum of squares. `RowSparse R p` says that each row vanishes outside some set of at most `p` positions, which may differ from row to row.

In `approximate_inverse_certificate`, the hypothesis `he` bounds each column of `1 - A * X`, where `1` is the identity matrix, and `hlt` is the condition $\sqrt n\,e<1$. The conclusion `IsUnit A ∧ IsUnit X` is invertibility. An eigenvalue is a complex `μ` with a nonzero `v` satisfying `(A * X) *ᵥ v = μ • v`, where `*ᵥ` is the matrix–vector product. No Hermiticity is assumed.

The sparse versions are `eigenvalue_near_one` and `invertible_of_sparse_residual`. The first does not need the smallness condition, and neither does `richardson_residual_le`, where `(richardson A X b)^[k] x` is the $k$-th iterate.

The sparsity hypothesis concerns the residual, not $X$: sparse $A$ and $X$ can have a much fuller product. The theorems take $X$ as given; they neither construct it nor account for rounding errors in the computed column norms.

```lean
import Mathlib

open Matrix

namespace SparseApproximateInverse

noncomputable section

variable {n : Type*} [Fintype n]

/-- The Euclidean norm of a complex vector. -/
def euclid (v : n → ℂ) : ℝ := √(∑ i, ‖v i‖ ^ 2)

/-- Every row of `R` has at most `p` nonzero entries. -/
def RowSparse (R : Matrix n n ℂ) (p : ℕ) : Prop :=
  ∀ i, ∃ s : Finset n, s.card ≤ p ∧ ∀ j, j ∉ s → R i j = 0

/-- Scaling a vector by a complex number scales its Euclidean norm by the modulus. -/
theorem euclid_smul (c : ℂ) (v : n → ℂ) : euclid (c • v) = ‖c‖ * euclid v := by
  unfold euclid
  simp only [Pi.smul_apply, smul_eq_mul, norm_mul, mul_pow]
  rw [← Finset.mul_sum, Real.sqrt_mul (sq_nonneg _), Real.sqrt_sq (norm_nonneg _)]

/-- A nonzero vector has positive Euclidean norm. -/
theorem euclid_pos {v : n → ℂ} (hv : v ≠ 0) : 0 < euclid v := by
  obtain ⟨i, hi⟩ := Function.ne_iff.mp hv
  have h : 0 < ‖v i‖ := norm_pos_iff.mpr hi
  exact Real.sqrt_pos.mpr (Finset.sum_pos' (fun _ _ => sq_nonneg _)
    ⟨i, Finset.mem_univ i, pow_pos h 2⟩)

/-- A matrix with at most `p` nonzero entries per row and columns of norm at most `e`
stretches no vector by more than the factor `√p e`. -/
theorem euclid_mulVec_le {R : Matrix n n ℂ} {p : ℕ} {e : ℝ} (hR : RowSparse R p)
    (he : ∀ j, euclid (fun i => R i j) ≤ e) (v : n → ℂ) :
    euclid (R *ᵥ v) ≤ √(p : ℝ) * e * euclid v := by
  rcases isEmpty_or_nonempty n with h | ⟨⟨j₀⟩⟩
  · simp [euclid]
  have h0 : 0 ≤ e := (Real.sqrt_nonneg _).trans (he j₀)
  have hc : ∀ j, ∑ i, ‖R i j‖ ^ 2 ≤ e ^ 2 := fun j => (Real.sqrt_le_iff.mp (he j)).2
  -- Cauchy-Schwarz on the support of each row
  have hrow : ∀ i, ‖(R *ᵥ v) i‖ ^ 2 ≤ (p : ℝ) * ∑ j, ‖R i j‖ ^ 2 * ‖v j‖ ^ 2 := by
    intro i
    obtain ⟨s, hs, hz⟩ := hR i
    have h1 : (R *ᵥ v) i = ∑ j ∈ s, R i j * v j := by
      change ∑ j, R i j * v j = _
      symm
      exact Finset.sum_subset (Finset.subset_univ s)
        (fun j _ hj => by rw [hz j hj, zero_mul])
    have h2 : ‖(R *ᵥ v) i‖ ≤ ∑ j ∈ s, ‖R i j‖ * ‖v j‖ := by
      rw [h1]
      exact (norm_sum_le _ _).trans_eq (by simp only [norm_mul])
    have hs' : (s.card : ℝ) ≤ p := by exact_mod_cast hs
    calc ‖(R *ᵥ v) i‖ ^ 2 ≤ (∑ j ∈ s, ‖R i j‖ * ‖v j‖) ^ 2 :=
          pow_le_pow_left₀ (norm_nonneg _) h2 2
      _ ≤ (s.card : ℝ) * ∑ j ∈ s, (‖R i j‖ * ‖v j‖) ^ 2 := sq_sum_le_card_mul_sum_sq
      _ ≤ (p : ℝ) * ∑ j, ‖R i j‖ ^ 2 * ‖v j‖ ^ 2 := by
          simp only [mul_pow]
          exact mul_le_mul hs' (Finset.sum_le_sum_of_subset_of_nonneg
            (Finset.subset_univ s) (fun j _ _ => by positivity))
            (Finset.sum_nonneg fun j _ => by positivity) (Nat.cast_nonneg p)
  -- exchange the sums, so that the column norms appear
  have hsum : ∑ i, ‖(R *ᵥ v) i‖ ^ 2 ≤ (p : ℝ) * e ^ 2 * ∑ j, ‖v j‖ ^ 2 := by
    calc ∑ i, ‖(R *ᵥ v) i‖ ^ 2
        ≤ ∑ i, (p : ℝ) * ∑ j, ‖R i j‖ ^ 2 * ‖v j‖ ^ 2 :=
          Finset.sum_le_sum fun i _ => hrow i
      _ = (p : ℝ) * ∑ j, (∑ i, ‖R i j‖ ^ 2) * ‖v j‖ ^ 2 := by
          rw [← Finset.mul_sum, Finset.sum_comm]
          simp only [Finset.sum_mul]
      _ ≤ (p : ℝ) * ∑ j, e ^ 2 * ‖v j‖ ^ 2 :=
          mul_le_mul_of_nonneg_left (Finset.sum_le_sum fun j _ =>
            mul_le_mul_of_nonneg_right (hc j) (sq_nonneg _)) (Nat.cast_nonneg p)
      _ = (p : ℝ) * e ^ 2 * ∑ j, ‖v j‖ ^ 2 := by
          rw [← Finset.mul_sum]
          ring
  have hv : euclid v ^ 2 = ∑ j, ‖v j‖ ^ 2 :=
    Real.sq_sqrt (Finset.sum_nonneg fun _ _ => sq_nonneg _)
  have hv0 : 0 ≤ euclid v := Real.sqrt_nonneg _
  refine Real.sqrt_le_iff.mpr ⟨by positivity, ?_⟩
  rw [mul_pow, mul_pow, Real.sq_sqrt (Nat.cast_nonneg p), hv]
  exact hsum

variable [DecidableEq n]

/-- If `I - A X` has at most `p` nonzero entries per row and columns of norm at most `e`,
every eigenvalue of `A X` lies within `√p e` of 1. -/
theorem eigenvalue_near_one {A X : Matrix n n ℂ} {p : ℕ} {e : ℝ}
    (hR : RowSparse (1 - A * X) p) (he : ∀ j, euclid (fun i => (1 - A * X) i j) ≤ e)
    {μ : ℂ} {v : n → ℂ} (hv : v ≠ 0) (hμ : (A * X) *ᵥ v = μ • v) :
    ‖μ - 1‖ ≤ √(p : ℝ) * e := by
  have h : (1 - A * X) *ᵥ v = (1 - μ) • v := by
    rw [Matrix.sub_mulVec, Matrix.one_mulVec, hμ, sub_smul, one_smul]
  have hb := euclid_mulVec_le hR he v
  rw [h, euclid_smul] at hb
  rw [norm_sub_rev]
  exact le_of_mul_le_mul_right hb (euclid_pos hv)

/-- If `I - A X` has at most `p` nonzero entries per row, columns of norm at most `e`,
and `√p e < 1`, then the matrix `A` and its approximate inverse `X` are both invertible. -/
theorem invertible_of_sparse_residual {A X : Matrix n n ℂ} {p : ℕ} {e : ℝ}
    (hR : RowSparse (1 - A * X) p) (he : ∀ j, euclid (fun i => (1 - A * X) i j) ≤ e)
    (hlt : √(p : ℝ) * e < 1) : IsUnit A ∧ IsUnit X := by
  have hdet : (A * X).det ≠ 0 := by
    intro h
    -- a singular product would have the eigenvalue 0, at distance 1 from 1
    obtain ⟨v, hv, hz⟩ := Matrix.exists_mulVec_eq_zero_iff.mpr h
    have hb := eigenvalue_near_one hR he (μ := 0) hv (by rw [hz, zero_smul])
    rw [zero_sub, norm_neg, norm_one] at hb
    linarith
  rw [Matrix.det_mul] at hdet
  exact ⟨(Matrix.isUnit_iff_isUnit_det A).mpr (left_ne_zero_of_mul hdet).isUnit,
    (Matrix.isUnit_iff_isUnit_det X).mpr (right_ne_zero_of_mul hdet).isUnit⟩

/-- Dense approximate inverse certificate: if every column of `I - A X` has norm at most `e` and `√n
e < 1`, then `A` and `X` are invertible and every eigenvalue of `A X` lies within `√n e` of 1. -/
theorem approximate_inverse_certificate {A X : Matrix n n ℂ} {e : ℝ}
    (he : ∀ j, euclid (fun i => (1 - A * X) i j) ≤ e)
    (hlt : √(Fintype.card n : ℝ) * e < 1) :
    IsUnit A ∧ IsUnit X ∧ ∀ (μ : ℂ) (v : n → ℂ), v ≠ 0 → (A * X) *ᵥ v = μ • v →
      ‖μ - 1‖ ≤ √(Fintype.card n : ℝ) * e := by
  have hR : RowSparse (1 - A * X) (Fintype.card n) := fun _ =>
    ⟨Finset.univ, Finset.card_univ.le, fun j hj => absurd (Finset.mem_univ j) hj⟩
  obtain ⟨hA, hX⟩ := invertible_of_sparse_residual hR he hlt
  exact ⟨hA, hX, fun _ _ hv hμ => eigenvalue_near_one hR he hv hμ⟩

/-- One preconditioned Richardson step for the linear system `A x = b`. -/
def richardson (A X : Matrix n n ℂ) (b x : n → ℂ) : n → ℂ := x + X *ᵥ (b - A *ᵥ x)

/-- If `I - A X` has at most `p` nonzero entries per row and columns of norm at most `e`, then after
`k` preconditioned Richardson steps the residual norm of `A x = b` is at most `(√p e) ^ k` times the
initial one. -/
theorem richardson_residual_le {A X : Matrix n n ℂ} {p : ℕ} {e : ℝ}
    (hR : RowSparse (1 - A * X) p) (he : ∀ j, euclid (fun i => (1 - A * X) i j) ≤ e)
    (b x : n → ℂ) (k : ℕ) :
    euclid (b - A *ᵥ ((richardson A X b)^[k] x)) ≤
      (√(p : ℝ) * e) ^ k * euclid (b - A *ᵥ x) := by
  rcases isEmpty_or_nonempty n with h | ⟨⟨j₀⟩⟩
  · simp [euclid]
  have h0 : 0 ≤ e := (Real.sqrt_nonneg _).trans (he j₀)
  -- each step multiplies the residual by `I - A X`
  have hstep : ∀ y, b - A *ᵥ richardson A X b y = (1 - A * X) *ᵥ (b - A *ᵥ y) := by
    intro y
    rw [richardson, Matrix.mulVec_add, Matrix.mulVec_mulVec, Matrix.sub_mulVec,
      Matrix.one_mulVec]
    abel
  induction k with
  | zero => simp
  | succ k ih =>
    rw [Function.iterate_succ_apply', hstep]
    calc _ ≤ √(p : ℝ) * e * euclid (b - A *ᵥ ((richardson A X b)^[k] x)) :=
          euclid_mulVec_le hR he _
      _ ≤ √(p : ℝ) * e * ((√(p : ℝ) * e) ^ k * euclid (b - A *ᵥ x)) :=
          mul_le_mul_of_nonneg_left ih (by positivity)
      _ = _ := by ring

/-- The matrix all of whose entries equal `e / √n`. -/
def uniformDefect (n : Type*) [Fintype n] (e : ℝ) : Matrix n n ℂ :=
  Matrix.of fun _ _ => ((e / √(Fintype.card n : ℝ) : ℝ) : ℂ)

/-- Sharpness: for `A = I - uniformDefect` and `X = I` all residual columns have norm `e`,
`1 - √n e` is an eigenvalue of `A X`, and `A` is singular when `√n e = 1`. -/
theorem certificate_sharp [Nonempty n] {e : ℝ} (he : 0 ≤ e) :
    (∀ j, euclid (fun i => (1 - (1 - uniformDefect n e) * 1 : Matrix n n ℂ) i j) = e) ∧
    ((1 - uniformDefect n e) * 1 : Matrix n n ℂ) *ᵥ (1 : n → ℂ) =
      (1 - ((√(Fintype.card n : ℝ) * e : ℝ) : ℂ)) • (1 : n → ℂ) ∧
    (√(Fintype.card n : ℝ) * e = 1 → ¬ IsUnit (1 - uniformDefect n e)) := by
  have hN : (0 : ℝ) < Fintype.card n := by exact_mod_cast Fintype.card_pos
  have hne : √(Fintype.card n : ℝ) ≠ 0 := (Real.sqrt_pos.mpr hN).ne'
  have hs : √(Fintype.card n : ℝ) * √(Fintype.card n : ℝ) = Fintype.card n :=
    Real.mul_self_sqrt hN.le
  have hd : √(Fintype.card n : ℝ) * (e / √(Fintype.card n : ℝ)) = e := by field_simp
  have hk : (Fintype.card n : ℝ) * (e / √(Fintype.card n : ℝ)) =
      √(Fintype.card n : ℝ) * e := by
    calc _ = √(Fintype.card n : ℝ) * √(Fintype.card n : ℝ) *
          (e / √(Fintype.card n : ℝ)) := by rw [hs]
      _ = _ := by rw [mul_assoc, hd]
  -- the uniform vector is an eigenvector of the defect
  have hones : uniformDefect n e *ᵥ (1 : n → ℂ) =
      ((√(Fintype.card n : ℝ) * e : ℝ) : ℂ) • (1 : n → ℂ) := by
    ext i
    change ∑ _j : n, ((e / √(Fintype.card n : ℝ) : ℝ) : ℂ) * 1 =
      ((√(Fintype.card n : ℝ) * e : ℝ) : ℂ) * 1
    simp only [mul_one, Finset.sum_const, Finset.card_univ, nsmul_eq_mul]
    rw [← Complex.ofReal_natCast, ← Complex.ofReal_mul, hk]
  have heig : (1 - uniformDefect n e) *ᵥ (1 : n → ℂ) =
      (1 - ((√(Fintype.card n : ℝ) * e : ℝ) : ℂ)) • (1 : n → ℂ) := by
    rw [Matrix.sub_mulVec, Matrix.one_mulVec, hones, sub_smul, one_smul]
  refine ⟨fun j => ?_, by rw [mul_one]; exact heig, fun h1 hu => ?_⟩
  · rw [mul_one, sub_sub_cancel]
    change √(∑ _i : n, ‖((e / √(Fintype.card n : ℝ) : ℝ) : ℂ)‖ ^ 2) = e
    have hq : (Fintype.card n : ℝ) * (e / √(Fintype.card n : ℝ)) ^ 2 = e ^ 2 := by
      rw [sq, ← mul_assoc, hk]
      linear_combination e * hd
    rw [Finset.sum_const, Finset.card_univ, nsmul_eq_mul, Complex.norm_real,
      Real.norm_eq_abs, sq_abs, hq, Real.sqrt_sq he]
  · rw [h1, Complex.ofReal_one, sub_self, zero_smul] at heig
    exact ((Matrix.isUnit_iff_isUnit_det _).mp hu).ne_zero
      (Matrix.exists_mulVec_eq_zero_iff.mp ⟨1, one_ne_zero, heig⟩)

end

end SparseApproximateInverse
```

```lean
#print axioms SparseApproximateInverse.approximate_inverse_certificate
#print axioms SparseApproximateInverse.richardson_residual_le
#print axioms SparseApproximateInverse.certificate_sharp
```

```
'SparseApproximateInverse.approximate_inverse_certificate' depends on axioms: [propext, Classical.choice, Quot.sound]
'SparseApproximateInverse.richardson_residual_le' depends on axioms: [propext, Classical.choice, Quot.sound]
'SparseApproximateInverse.certificate_sharp' depends on axioms: [propext, Classical.choice, Quot.sound]
```

## How the proof follows the calculation

The central lemma is `euclid_mulVec_le`. Its step `hrow` restricts the row sum to the support and applies Cauchy–Schwarz through `sq_sum_le_card_mul_sum_sq`. The step `hsum` exchanges the sums with `Finset.sum_comm` and inserts the column bound; taking the square root finishes the estimate.

In `eigenvalue_near_one`, the action of the residual on an eigenvector is rewritten as multiplication by `1 - μ`. Then `euclid_smul` extracts the modulus, and `euclid_pos` permits cancelling the norm of `v`. For invertibility, a vanishing determinant supplies a nonzero null vector, to which the eigenvalue bound is applied with `μ := 0`. The dense certificate takes the full index set as the support of every row.

The Richardson theorem proves the one-step identity as `hstep` and then uses induction on `k`. In `certificate_sharp`, `hones` computes the action of the uniform matrix on the all-ones vector, and `heig` turns this into the eigenvalue of $A$. When $\sqrt n\,e=1$, the all-ones vector becomes a null vector, which contradicts invertibility.

## Why the Euclidean estimate counts nonzero entries along rows

The norms are taken over columns, but the nonzero entries are counted along rows. Counting them along columns breaks the estimate for $\|Rv\|$. Let the first row of $R$ have all entries equal to $e>0$ and let the other rows vanish, with $n\ge2$. Each column has one nonzero entry and norm $e$, yet $\|R\mathbf 1\|=n\,e=\sqrt n\,e\,\|\mathbf 1\|$, which exceeds the bound $e\,\|\mathbf 1\|$ that $p=1$ would suggest. What fails in this way is the Euclidean estimate, and with it the step-by-step Euclidean bound on the Richardson residual. If each column has at most $p$ nonzero entries, Cauchy–Schwarz gives $\sum_i|R_{ij}|\le\sqrt p\,e$ for every $j$, and no eigenvalue of $R$ exceeds the largest such column sum in modulus. The eigenvalue bound and the invertibility therefore hold with column counting too, though the Lean code does not include this variant.
